# The Redfield term of a Hermitian coupling $A$ is a Hamiltonian shift plus a signed pair of Lindblad channels, with a negative weight forced when $1, A, L$ are independent

Take a qubit with basis states $|0\rangle, |1\rangle$, the Hermitian coupling operator $A = \sigma_x$ and the ladder operator $L = |0\rangle\langle 1|$. The Redfield relaxation term acting on a density matrix $\rho$ is
$$R(\rho) = -[A,\; L\rho - \rho L^\dagger].$$
For the pure state $\rho = \psi\psi^\dagger$ with $\psi = (2,1)/\sqrt5$, multiplication gives $R(\rho) = \tfrac25\,\mathrm{diag}(1,-1)$. The vector $\varphi = (-1,2)/\sqrt5$ is orthogonal to $\psi$, so its population is zero, yet
$$\varphi^\dagger R(\rho)\,\varphi = \tfrac25\left(\tfrac15 - \tfrac45\right) = -\tfrac{6}{25}.$$
A Lindblad dissipator $D[X]\rho = X\rho X^\dagger - \tfrac12\{X^\dagger X, \rho\}$ with jump operator $X$ feeds such an empty state at the rate $|\varphi^\dagger X\psi|^2 \ge 0$. The sign is accounted for by two channels of opposite weight: $|\varphi^\dagger (A+L)\psi|^2 = 4/25$, $|\varphi^\dagger (A-L)\psi|^2 = 16/25$, and half their difference is $-6/25$.

## The identity, its exception and the sign theorem

Let $A, L, \rho$ be $n\times n$ complex matrices, $A = A^\dagger$, $L$ arbitrary, $\hbar = 1$.

1. The matrix $K = (AL - L^\dagger A)/(2i)$ is Hermitian, and
$$R(\rho) = -i[K,\rho] + \tfrac12\big(D[A+L]\rho - D[A-L]\rho\big).$$
In the qubit example $AL = L^\dagger A = |1\rangle\langle 1|$ and $K = 0$.
2. If $L = cA + d\,1$ with complex numbers $c, d$, one channel is enough:
$$R(\rho) = -i\big[\operatorname{Im}c\,A^2 + 2\operatorname{Im}d\,A,\ \rho\big] + 2\operatorname{Re}c\; D[A]\rho .$$
For $\operatorname{Re}c \ge 0$ this form has no negative weight, so the minus sign in the first formula does not by itself show that one is needed.
3. If $1, A, L$ are linearly independent over $\mathbb C$, then every representation $R = -i[H,\cdot\,] + \sum_a \gamma_a D[X_a]$, with any matrix $H$, finitely many matrices $X_a$ and real weights $\gamma_a$, has some $\gamma_a < 0$.

## Use in a master-equation code

For a finite system with Hamiltonian $H_S$, coupled to a bath through one operator $A$, the Redfield equation is $\dot\rho = -i[H_S,\rho] + R(\rho)$ with $L = \int_0^\infty C(\tau)\, e^{-iH_S\tau} A\, e^{iH_S\tau}\, d\tau$ and $C$ the bath correlation function. The opening choice $L = |0\rangle\langle 1|$ is a simplified zero-temperature case, for $H_S$ diagonal in $|0\rangle, |1\rangle$ with $|0\rangle$ the ground state: the coefficient of the lowering part is set to one, and the imaginary parts of the bath integrals are dropped. Hermiticity of $A$ says that the system side of the coupling is an observable. The case $L = cA$ arises when $A$ commutes with $H_S$ or when the bath is delta-correlated. Independence of $1, A, L$ says that $A$ is not a multiple of the identity and that the bath filter changes $A$ by more than a scale and a shift.

For a single coupling operator, statement 1 lets a routine that applies $-i[H,\rho] + \sum_a\gamma_a D[X_a]\rho$ with signed weights evaluate the Redfield term from two jump operators, with $K$ added to the Hamiltonian, and gives two expressions to compare numerically. Statement 3 says that, in the independent case, no change of jump operators brings this single-coupling term into the form required by a jump sampler that reads $\gamma_a \|X_a\psi\|^2$ as a probability rate.

## Expanding the products

Since $A^\dagger = A$, we have $(AL - L^\dagger A)^\dagger = L^\dagger A - AL$, and conjugating $1/(2i)$ gives a second sign, so $K^\dagger = K$.

The Redfield term expands to
$$R(\rho) = -AL\rho + A\rho L^\dagger + L\rho A - \rho L^\dagger A .$$
In $D[A+L] - D[A-L]$ the terms with two factors $A$, or with both $L$ and $L^\dagger$, cancel and the mixed terms double:
$$(A+L)\rho(A+L^\dagger) - (A-L)\rho(A-L^\dagger) = 2(A\rho L^\dagger + L\rho A),$$
$$(A+L^\dagger)(A+L) - (A-L^\dagger)(A-L) = 2(AL + L^\dagger A).$$
Half the difference of the dissipators is therefore $A\rho L^\dagger + L\rho A - \tfrac12\{AL + L^\dagger A,\rho\}$. Adding $-i[K,\rho] = -\tfrac12[AL - L^\dagger A,\rho]$ cancels $L^\dagger A\rho$ and $\rho AL$ and leaves $-AL\rho - \rho L^\dagger A$, which is statement 1.

For $L = cA + d\,1$, $L\rho - \rho L^\dagger = cA\rho - \bar c\rho A + 2i\operatorname{Im}d\,\rho$, so
$$R(\rho) = (c + \bar c)A\rho A - cA^2\rho - \bar c\rho A^2 - 2i\operatorname{Im}d\,[A,\rho].$$
Writing $cA^2\rho + \bar c\rho A^2 = \operatorname{Re}c\,\{A^2,\rho\} + i\operatorname{Im}c\,[A^2,\rho]$ gives statement 2.

## A traceless probe that sees only the jump terms

Let $E_{ij}$ be the matrix with $1$ in entry $(i,j)$ and zeros elsewhere. For a map $G$ on matrices and a probe matrix $M$, define the Choi form
$$\mathcal C_M(G) = \sum_{ij}\big(M\,G(E_{ij})\,M^\dagger\big)_{ij}.$$
It depends only on the map $G$, not on how $G$ is written. For matrices $P, Q$ we have $(PE_{ij}Q)_{ij} = P_{ii}Q_{jj}$, hence $\sum_{ij}(PE_{ij}Q)_{ij} = \operatorname{tr}P\,\operatorname{tr}Q$. Now let $\operatorname{tr}M = 0$. For a commutator,
$$\mathcal C_M([H,\cdot\,]) = \operatorname{tr}(MH)\operatorname{tr}M^\dagger - \operatorname{tr}M\operatorname{tr}(HM^\dagger) = 0 .$$
For a dissipator,
$$\mathcal C_M(D[X]) = |\operatorname{tr}MX|^2 - \tfrac12\operatorname{tr}(MX^\dagger X)\operatorname{tr}M^\dagger - \tfrac12\operatorname{tr}M\operatorname{tr}(X^\dagger XM^\dagger) = |\operatorname{tr}MX|^2 .$$
The form is linear in $G$, so a generator gives $\sum_a\gamma_a|\operatorname{tr}MX_a|^2$, which is nonnegative if all weights are.

Independence provides a linear functional $f$ on matrices with $f(1) = 0$, $f(A) = 1$, $f(L) = -1$. Setting $M_{ik} = f(E_{ki})$ gives $\operatorname{tr}MX = \sum_{ik}f(E_{ki})X_{ki} = f(X)$. With this $M$, statement 1 yields
$$\mathcal C_M(R) = \tfrac12|1 - 1|^2 - \tfrac12|1+1|^2 = -2 .$$
Any other representation of $R$ must give the same $-2$, which nonnegative weights cannot. For the qubit, $M = 2|0\rangle\langle1| - |1\rangle\langle0|$ is such a probe.

## The Lean file

```lean
import Mathlib

open Matrix Complex

namespace RedfieldPseudoLindblad

noncomputable section

variable {n : Type*} [Fintype n] [DecidableEq n]

/-- The commutator `[X, ρ]`. -/
def commutator (X ρ : Matrix n n ℂ) : Matrix n n ℂ := X * ρ - ρ * X

/-- The Lindblad dissipator `D[X] ρ = X ρ X† - {X† X, ρ} / 2`. -/
def dissipator (X ρ : Matrix n n ℂ) : Matrix n n ℂ :=
  X * ρ * Xᴴ - (1 / 2 : ℂ) • (Xᴴ * X * ρ + ρ * (Xᴴ * X))

/-- The Redfield relaxation term `-[A, L ρ - ρ L†]`. -/
def redfield (A L ρ : Matrix n n ℂ) : Matrix n n ℂ := -commutator A (L * ρ - ρ * Lᴴ)

/-- The Hamiltonian correction `K = (A L - L† A) / (2 i)`. -/
def shift (A L : Matrix n n ℂ) : Matrix n n ℂ := (1 / (2 * I) : ℂ) • (A * L - Lᴴ * A)

/-- The generator `-i [H, ρ] + ∑ γ_a D[X_a] ρ` with real weights of either sign. -/
def lindblad {ι : Type*} [Fintype ι] (H : Matrix n n ℂ) (γ : ι → ℝ) (X : ι → Matrix n n ℂ)
    (ρ : Matrix n n ℂ) : Matrix n n ℂ :=
  (-I) • commutator H ρ + ∑ a, (γ a : ℂ) • dissipator (X a) ρ

/-- The Choi form `∑_{ij} (M G(E_ij) M†)_{ij}` of a map `G`, with matrix units `E_ij`. -/
def choiForm (M : Matrix n n ℂ) (G : Matrix n n ℂ → Matrix n n ℂ) : ℂ :=
  ∑ i, ∑ j, (M * G (single i j 1) * Mᴴ) i j

omit [DecidableEq n] in
/-- For Hermitian `A` and any `L`, the matrix `K` is Hermitian. -/
theorem shift_isHermitian {A : Matrix n n ℂ} (hA : A.IsHermitian) (L : Matrix n n ℂ) :
    (shift A L).IsHermitian := by
  have hI : (1 / (2 * I) : ℂ) = -(I / 2) := by
    rw [div_eq_iff (mul_ne_zero two_ne_zero I_ne_zero)]
    linear_combination I_sq
  have hs : star (-(I / 2) : ℂ) = I / 2 := by apply Complex.ext <;> simp [neg_div]
  unfold Matrix.IsHermitian shift
  rw [hI]
  simp only [conjTranspose_smul, conjTranspose_sub, conjTranspose_mul,
    conjTranspose_conjTranspose, hA.eq, hs]
  module

omit [DecidableEq n] in
/-- For Hermitian `A` and any `L`, the Redfield term equals
`-i [K, ρ] + (D[A + L] ρ - D[A - L] ρ) / 2`. -/
theorem redfield_eq {A : Matrix n n ℂ} (hA : A.IsHermitian) (L ρ : Matrix n n ℂ) :
    redfield A L ρ = (-I) • commutator (shift A L) ρ
      + (1 / 2 : ℂ) • (dissipator (A + L) ρ - dissipator (A - L) ρ) := by
  have hI : (1 / (2 * I) : ℂ) = -(I / 2) := by
    rw [div_eq_iff (mul_ne_zero two_ne_zero I_ne_zero)]
    linear_combination I_sq
  simp only [redfield, commutator, shift, dissipator, hI, conjTranspose_add, conjTranspose_sub,
    hA.eq, Matrix.mul_add, Matrix.add_mul, Matrix.mul_sub, Matrix.sub_mul, Matrix.mul_smul,
    Matrix.smul_mul, Matrix.mul_assoc]
  match_scalars
  all_goals (first | ring1 | (apply Complex.ext; all_goals (simp; try ring)))

/-- If `L = c A + d 1`, the Redfield term is `-i [Im c A² + 2 Im d A, ρ] + 2 Re c D[A] ρ`,
with a single channel. -/
theorem redfield_of_dependent {A : Matrix n n ℂ} (hA : A.IsHermitian) (c d : ℂ)
    (ρ : Matrix n n ℂ) :
    redfield A (c • A + d • (1 : Matrix n n ℂ)) ρ =
      (-I) • commutator ((c.im : ℂ) • (A * A) + (2 * d.im : ℂ) • A) ρ
        + (2 * c.re : ℂ) • dissipator A ρ := by
  simp only [redfield, commutator, dissipator, conjTranspose_add, conjTranspose_smul,
    conjTranspose_one, hA.eq, Matrix.mul_add, Matrix.add_mul, Matrix.mul_sub, Matrix.sub_mul,
    Matrix.mul_smul, Matrix.smul_mul, Matrix.mul_assoc, Matrix.mul_one, Matrix.one_mul]
  match_scalars
  all_goals (first | ring1 | (apply Complex.ext; all_goals (simp; try ring)))

/-- `∑_{ij} (P E_ij Q)_{ij} = tr P tr Q`. -/
theorem sum_sandwich (P Q : Matrix n n ℂ) :
    ∑ i : n, ∑ j : n, (P * single i j (1 : ℂ) * Q : Matrix n n ℂ) i j
      = trace P * trace Q := by
  have e : ∀ i j, (P * single i j (1 : ℂ) * Q) i j = P i i * Q j j := by
    intro i j
    simp [Matrix.mul_apply, Matrix.single, ite_and]
  simp only [e, trace, diag_apply, Finset.sum_mul_sum]

/-- For traceless `M` the Choi form of a commutator vanishes. -/
theorem choi_commutator {M : Matrix n n ℂ} (hM : trace M = 0) (H : Matrix n n ℂ) :
    choiForm M (commutator H) = 0 := by
  have e : ∀ E : Matrix n n ℂ,
      M * commutator H E * Mᴴ = M * H * E * Mᴴ - M * E * (H * Mᴴ) := by
    intro E
    simp only [commutator, Matrix.mul_sub, Matrix.sub_mul, Matrix.mul_assoc]
  simp only [choiForm, e, Matrix.sub_apply, Finset.sum_sub_distrib, sum_sandwich,
    trace_conjTranspose, hM, star_zero, mul_zero, zero_mul, sub_zero]

/-- For traceless `M` the Choi form of `D[X]` is `|tr (M X)|²`. -/
theorem choi_dissipator {M : Matrix n n ℂ} (hM : trace M = 0) (X : Matrix n n ℂ) :
    choiForm M (dissipator X) = (normSq (trace (M * X)) : ℂ) := by
  have e : ∀ E : Matrix n n ℂ, M * dissipator X E * Mᴴ = M * X * E * (M * X)ᴴ
      - (1 / 2 : ℂ) • (M * (Xᴴ * X) * E * Mᴴ) - (1 / 2 : ℂ) • (M * E * (Xᴴ * X * Mᴴ)) := by
    intro E
    simp only [dissipator, conjTranspose_mul, Matrix.mul_add, Matrix.add_mul, Matrix.mul_sub,
      Matrix.sub_mul, Matrix.mul_smul, Matrix.smul_mul, Matrix.mul_assoc]
    module
  simp only [choiForm, e, Matrix.sub_apply, Matrix.smul_apply, smul_eq_mul,
    Finset.sum_sub_distrib, ← Finset.mul_sum, sum_sandwich, trace_conjTranspose, hM,
    star_zero, mul_zero, zero_mul, sub_zero]
  exact Complex.mul_conj _

/-- For traceless `M` the Choi form of `-i [H, ·] + ∑ γ_a D[X_a]` is `∑ γ_a |tr (M X_a)|²`. -/
theorem choi_lindblad {ι : Type*} [Fintype ι] {M : Matrix n n ℂ} (hM : trace M = 0)
    (H : Matrix n n ℂ) (γ : ι → ℝ) (X : ι → Matrix n n ℂ) :
    choiForm M (lindblad H γ X) = ((∑ a, γ a * normSq (trace (M * X a)) : ℝ) : ℂ) := by
  have lin : choiForm M (lindblad H γ X) = (-I) * choiForm M (commutator H)
      + ∑ a, (γ a : ℂ) * choiForm M (dissipator (X a)) := by
    simp only [choiForm, lindblad, Matrix.mul_add, Matrix.add_mul, Matrix.mul_smul,
      Matrix.smul_mul, Matrix.sum_mul, Matrix.add_apply, Matrix.smul_apply,
      Matrix.sum_apply, smul_eq_mul, Finset.sum_add_distrib, Finset.mul_sum]
    congr 1
    exact (Finset.sum_congr rfl fun i _ => Finset.sum_comm).trans Finset.sum_comm
  rw [lin, choi_commutator hM]
  simp [choi_dissipator hM]

/-- Every linear functional on matrices is `X ↦ tr (M X)` for some `M`. -/
theorem exists_trace_repr (f : Matrix n n ℂ →ₗ[ℂ] ℂ) : ∃ M, ∀ X, trace (M * X) = f X := by
  refine ⟨Matrix.of fun i k => f (single k i 1), fun X => ?_⟩
  have e : ∀ k i, f (single k i (X k i)) = f (single k i 1) * X k i := by
    intro k i
    rw [mul_comm, ← smul_eq_mul, ← map_smul, Matrix.smul_single, smul_eq_mul, mul_one]
  have hX : f X = ∑ k, ∑ i, f (single k i (X k i)) := by
    conv_lhs => rw [matrix_eq_sum_single X]
    simp only [map_sum]
  rw [hX, Finset.sum_comm]
  simp only [e, trace, diag_apply, Matrix.mul_apply, of_apply]

/-- If `A` is Hermitian and `1, A, L` are linearly independent, every way of writing the
Redfield term as `-i [H, ·] + ∑ γ_a D[X_a]` has a negative weight `γ_a`. -/
theorem exists_negative_weight {ι : Type*} [Fintype ι] {A L : Matrix n n ℂ}
    (hA : A.IsHermitian) (hlin : LinearIndependent ℂ ![(1 : Matrix n n ℂ), A, L])
    (H : Matrix n n ℂ) (γ : ι → ℝ) (X : ι → Matrix n n ℂ)
    (h : ∀ ρ, redfield A L ρ = lindblad H γ X ρ) : ∃ a, γ a < 0 := by
  by_contra hneg
  have hγ : ∀ a, 0 ≤ γ a := fun a => not_lt.mp fun ha => hneg ⟨a, ha⟩
  -- coordinates dual to `1, A, L`
  obtain ⟨g, hg⟩ := LinearMap.exists_leftInverse_of_injective _
    (LinearMap.ker_eq_bot'.mpr (linearIndependent_iff.mp hlin))
  have hg' : ∀ i, g (![(1 : Matrix n n ℂ), A, L] i) = Finsupp.single i 1 := fun i => by
    simpa using LinearMap.congr_fun hg (Finsupp.single i 1)
  have g0 : g 1 = Finsupp.single 0 1 := hg' 0
  have g1 : g A = Finsupp.single 1 1 := hg' 1
  have g2 : g L = Finsupp.single 2 1 := hg' 2
  -- a probe with tr M = 0, tr (M A) = 1, tr (M L) = -1
  obtain ⟨M, hM⟩ := exists_trace_repr
    ((Finsupp.lapply (1 : Fin 3) : (Fin 3 →₀ ℂ) →ₗ[ℂ] ℂ) ∘ₗ g
      - (Finsupp.lapply (2 : Fin 3) : (Fin 3 →₀ ℂ) →ₗ[ℂ] ℂ) ∘ₗ g)
  have h0 : trace M = 0 := by
    rw [← Matrix.mul_one M, hM]
    simp [g0]
  have h1 : trace (M * A) = 1 := by rw [hM]; simp [g1]
  have h2 : trace (M * L) = -1 := by rw [hM]; simp [g2]
  have eq : lindblad (shift A L) ![1 / 2, -1 / 2] ![A + L, A - L] = lindblad H γ X := by
    funext ρ
    rw [← h ρ, redfield_eq hA, lindblad, Fin.sum_univ_two]
    show _ + (((1 / 2 : ℝ) : ℂ) • dissipator (A + L) ρ
      + ((-1 / 2 : ℝ) : ℂ) • dissipator (A - L) ρ) = _
    push_cast
    module
  -- the probe sees only the channel `A - L`: the Choi form is -2
  have e1 := choi_lindblad h0 (shift A L) ![1 / 2, -1 / 2] ![A + L, A - L]
  rw [eq, choi_lindblad h0] at e1
  have e2 := Complex.ofReal_injective e1
  rw [Fin.sum_univ_two] at e2
  change _ = 1 / 2 * normSq (trace (M * (A + L))) + -1 / 2 * normSq (trace (M * (A - L))) at e2
  have e3 : 1 / 2 * normSq (trace (M * (A + L))) + -1 / 2 * normSq (trace (M * (A - L)))
      = -2 := by
    rw [Matrix.mul_add, Matrix.mul_sub, trace_add, trace_sub, h1, h2]
    norm_num [normSq_apply]
  have e4 : 0 ≤ ∑ a, γ a * normSq (trace (M * X a)) :=
    Finset.sum_nonneg fun a _ => mul_nonneg (hγ a) (normSq_nonneg _)
  linarith

/-- The Pauli matrix `σx`. -/
def pauliX : Matrix (Fin 2) (Fin 2) ℂ := !![0, 1; 1, 0]

/-- The qubit ladder operator `|0⟩⟨1|`. -/
def ladder : Matrix (Fin 2) (Fin 2) ℂ := !![0, 1; 0, 0]

/-- `σx` is Hermitian and `1, σx, |0⟩⟨1|` are independent; on `ρ = ψ ψ†` with `ψ = (2, 1)` the
Redfield term has diagonal element `-6` in the orthogonal vector `(-1, 2)`. -/
theorem exists_negative_weight_witness :
    pauliX.IsHermitian ∧ LinearIndependent ℂ ![(1 : Matrix (Fin 2) (Fin 2) ℂ), pauliX, ladder] ∧
      ![-1, 2] ⬝ᵥ redfield pauliX ladder !![4, 2; 2, 1] *ᵥ ![-1, 2] = -6 := by
  refine ⟨?_, ?_, ?_⟩
  · unfold Matrix.IsHermitian
    ext i j
    fin_cases i <;> fin_cases j <;> simp [pauliX, conjTranspose_apply]
  · rw [Fintype.linearIndependent_iff]
    intro g h i
    rw [Fin.sum_univ_three] at h
    change g 0 • (1 : Matrix (Fin 2) (Fin 2) ℂ) + g 1 • pauliX + g 2 • ladder = 0 at h
    have h00 : g 0 = 0 := by simpa [pauliX, ladder] using congrFun (congrFun h 0) 0
    have h10 : g 1 = 0 := by simpa [pauliX, ladder] using congrFun (congrFun h 1) 0
    have h01 : g 1 + g 2 = 0 := by simpa [pauliX, ladder] using congrFun (congrFun h 0) 1
    rw [h10, zero_add] at h01
    fin_cases i
    exacts [h00, h10, h01]
  · have hL : ladderᴴ = !![0, 0; 1, 0] := by
      ext i j
      fin_cases i <;> fin_cases j <;> simp [ladder, conjTranspose_apply]
    have hR : redfield pauliX ladder !![4, 2; 2, 1] = !![2, 0; 0, -2] := by
      rw [redfield, commutator, hL]
      ext i j
      fin_cases i <;> fin_cases j <;>
        simp [pauliX, ladder, Matrix.mul_apply, Fin.sum_univ_two] <;> norm_num
    rw [hR]
    simp [dotProduct, mulVec, Fin.sum_univ_two] <;> norm_num

end

end RedfieldPseudoLindblad
```

```lean
#print axioms RedfieldPseudoLindblad.shift_isHermitian
#print axioms RedfieldPseudoLindblad.redfield_of_dependent
#print axioms RedfieldPseudoLindblad.exists_negative_weight
```

```
'RedfieldPseudoLindblad.shift_isHermitian' depends on axioms: [propext, Classical.choice, Quot.sound]
'RedfieldPseudoLindblad.redfield_of_dependent' depends on axioms: [propext, Classical.choice, Quot.sound]
'RedfieldPseudoLindblad.exists_negative_weight' depends on axioms: [propext, Classical.choice, Quot.sound]
```

## The definitions and theorems in words

The index type `n` is any finite basis, and every operator is a `Matrix n n ℂ`, with `ᴴ` for the adjoint. The definitions `commutator`, `dissipator`, `redfield` and `shift` are $[X,\rho]$, $D[X]\rho$, $R(\rho)$ and $K$, with the factor $\tfrac12$ on the anticommutator and no factor on the jump term. In `lindblad`, the finite type `ι` labels the channels and `γ : ι → ℝ` holds the weights. In `choiForm`, `single i j 1` is $E_{ij}$.

`shift_isHermitian` and `redfield_eq` are statement 1, and `redfield_of_dependent` is statement 2. Their only hypothesis is `hA : A.IsHermitian`. The matrix `ρ` need not be Hermitian, positive or of unit trace, so the identities also apply to coherences and to operators propagated for correlation functions.

`exists_negative_weight` is statement 3. The hypothesis `hlin` is the independence of $1, A, L$, which can hold only for $n \ge 2$, as there are $n^2$ independent matrices. The hypothesis `h` says that the two maps agree on all complex matrices, the $E_{ij}$ included. The matrix `H` is not required to be Hermitian, and `ι` may be empty, in which case the theorem says that $R$ is not a pure commutator. The conclusion is `∃ a, γ a < 0`.

`exists_negative_weight_witness` shows that `pauliX` and `ladder` satisfy both hypotheses on $A$ and $L$, and evaluates the opening example with the unnormalised vectors $(2,1)$ and $(-1,2)$. Its value $-6$ becomes $-6/25$ after normalising both. The dot product `⬝ᵥ` has no complex conjugate, which makes no difference for this real vector.

## How the tactics follow the algebra

In `shift_isHermitian`, `hI` rewrites $1/(2i)$ as $-i/2$, `hs` conjugates it, and `module` matches the two sign flips. In `redfield_eq` and `redfield_of_dependent`, `simp only` distributes all products into monomials such as $AL\rho$ and $A\rho L^\dagger$, and `match_scalars` reduces the claim to scalar equations between the coefficients of each monomial, which are closed by `ring1` or by comparing real and imaginary parts.

`sum_sandwich` is the product of traces. `choi_commutator` and `choi_dissipator` first write $M\,G(E)\,M^\dagger$ as a combination of terms $PEQ$ (the step `e`) and then discard those carrying $\operatorname{tr}M$ or $\operatorname{tr}M^\dagger$. `choi_lindblad` adds linearity (`lin`) by exchanging the channel sum with the sums over $i, j$. `exists_trace_repr` builds $M_{ik} = f(E_{ki})$.

The main theorem assumes that no weight is negative (`hγ`). A linear map `g` assigns coordinates $0, 1, 2$ dual to $1, A, L$, and $f$ is coordinate $1$ minus coordinate $2$, which gives `h0`, `h1`, `h2`. The step `eq` identifies the two-channel form, with weights `![1 / 2, -1 / 2]`, with the assumed representation. Then `e2` equates their Choi forms, `e3` evaluates one to $-2$, `e4` bounds the other below by zero, and `linarith` closes the contradiction.

## What a code may assume, and what it may not

The identities are exact algebra for finite matrices with exact complex entries, and rounding is not modelled. The operator $L$ is an input: the Born and Markov approximations, the integral over $C(\tau)$ and its convergence do not enter.

Statement 3 concerns one Redfield term. A generator with several coupling operators, correlated baths or added Lindblad channels is not covered, and positive contributions from other terms can change its Choi form. The statement gives the existence of a negative weight, not its size. It is also a statement about how a map can be written: no theorem here integrates the equation, treats complete positivity of the propagator, or says whether a given initial state ever acquires a negative eigenvalue. For $L = cA + d\,1$ the theorem leaves $c$ unrestricted, so for an arbitrary input $L$ the weight $2\operatorname{Re}c$ can be negative. This is not a claim about physical baths: in the two cases named above ($A$ commuting with $H_S$, or a delta-correlated bath) $2\operatorname{Re}c = \int_{-\infty}^{\infty} C(\tau)\,d\tau$ is the zero-frequency spectrum of a stationary bath correlation function and is nonnegative, a fact not proved here. The other way independence can fail, $A$ a multiple of the identity, gives $R = 0$.

The observations that follow are argued in prose only, with no matching theorem above. The term $-i[H_S,\rho]$ can be moved into the free matrix $H$, so it does not affect the sign conclusion. Replacing $A, L$ by $sA, L/s$ with real $s \ne 0$ leaves $R$ and $K$ unchanged but changes the jump operators to $sA \pm L/s$, so the norm of $A - L$ is not an invariant measure of the negative channel. And in the qubit example a forward Euler step of length $\Delta t$ gives $\varphi$ the population $-6\Delta t/25$, with or without $H_S$, because $\varphi^\dagger[H_S,\psi\psi^\dagger]\varphi = 0$.
